# The replica trick for finite disorder: an upper bound on the average of ln Z and its limit as n → 0

The replica number $n$ is taken here to be a real number from the start, and the disorder to be a finite set of realisations. Then $Z^n$ is an ordinary real power of a positive number, and $n\to0$ is an ordinary limit. In spin-glass theory the replica trick usually means more: moments are computed for integer $n$, continued to $n\to0$, and combined with a limit of infinite system size. Neither the continuation nor the large-system limit enters below.

In the code, `Ω` is the set of disorder realisations $w$, and `K` labels the energy levels used at the end. Both are finite.

```lean
import Mathlib

open Filter Topology

namespace ReplicaTrick

noncomputable section

variable {Ω K : Type*} [Fintype Ω] [Fintype K]
```

## Moments, replica expression and quenched average

Realisation $w$ has weight $p_w$ and partition function $Z_w$. The replica moment is

$$M(n)=\sum_w p_w Z_w^{\,n}.$$

The functions `p` and `Z` are arbitrary real functions at this point; the theorems add the conditions they need.

```lean
/-- The disorder average of the `n`-th power of the partition function, for real `n`
and positive `Z`. -/
def moment (p Z : Ω → ℝ) (n : ℝ) : ℝ := ∑ w, p w * Z w ^ n
```

The replica expression is $R(n)=\ln M(n)/n$. Lean also assigns it a value at $n=0$, which no theorem below uses.

```lean
/-- The replica expression `ln(average of Z^n) / n`, for `n ≠ 0` and positive `Z`. -/
def replicaLog (p Z : Ω → ℝ) (n : ℝ) : ℝ := Real.log (moment p Z n) / n
```

The quantity wanted is the quenched average, in which the logarithm is taken before averaging over disorder:

$$Q=\sum_w p_w\ln Z_w .$$

```lean
/-- The quenched average of `ln Z`, for positive `Z`. -/
def quenchedLog (p Z : Ω → ℝ) : ℝ := ∑ w, p w * Real.log (Z w)
```

Three hypotheses recur. `hp` and `hsum` say that the weights are probabilities, $p_w\ge0$ and $\sum_w p_w=1$; `hZ` says that $Z_w>0$, as holds for any nonempty sum of Boltzmann factors. Since $Z_w^0=1$, normalisation gives $M(0)=\sum_w p_w=1$.

```lean
/-- With weights that sum to one, the moment with zero replicas is one. -/
theorem moment_zero {p : Ω → ℝ} (Z : Ω → ℝ) (hsum : ∑ w, p w = 1) :
    moment p Z 0 = 1 := by
  simp [moment, hsum]
```

Every term $p_wZ_w^n$ is nonnegative, so $M(n)\ge0$. If $M(n)$ were zero, every term would vanish. As $Z_w^n>0$, every $p_w$ would then be zero, against $\sum_w p_w=1$. Hence $M(n)>0$ for all real $n$.

```lean
/-- For probability weights and positive partition functions every replica moment is
positive. -/
theorem moment_pos {p Z : Ω → ℝ} (hp : ∀ w, 0 ≤ p w) (hsum : ∑ w, p w = 1)
    (hZ : ∀ w, 0 < Z w) (n : ℝ) : 0 < moment p Z n := by
  have hterm : ∀ w ∈ Finset.univ, 0 ≤ p w * Z w ^ n :=
    fun w _ => mul_nonneg (hp w) (Real.rpow_pos_of_pos (hZ w) n).le
  refine lt_of_le_of_ne (Finset.sum_nonneg hterm) (fun h0 => ?_)
  -- a vanishing moment would force all weights to vanish
  have hz := (Finset.sum_eq_zero_iff_of_nonneg hterm).1 h0.symm
  have h : ∑ w, p w = 0 := Finset.sum_eq_zero fun w hw =>
    (mul_eq_zero.1 (hz w hw)).resolve_right (Real.rpow_pos_of_pos (hZ w) n).ne'
  linarith
```

## The gap as a sum of nonnegative terms

Put $x_w=Z_w^n/M(n)$. Then $\sum_w p_wx_w=1$ and $\ln x_w=n\ln Z_w-\ln M(n)$, so

$$\sum_w p_w\,(x_w-1-\ln x_w)=1-1-nQ+\ln M(n)=\ln M(n)-nQ .$$

The proof expands each summand in this way (`h`), then splits the sum and inserts the definitions of $M$ and $Q$.

```lean
/-- For probability weights and positive `Z`, the gap between `ln(average of Z^n)` and `n`
times the quenched logarithm is the average of `x - 1 - ln x`, where `x` is `Z^n` divided by
its average. -/
theorem replica_gap {p Z : Ω → ℝ} (hp : ∀ w, 0 ≤ p w) (hsum : ∑ w, p w = 1)
    (hZ : ∀ w, 0 < Z w) (n : ℝ) :
    Real.log (moment p Z n) - n * quenchedLog p Z =
      ∑ w, p w * (Z w ^ n / moment p Z n - 1 - Real.log (Z w ^ n / moment p Z n)) := by
  have hM := moment_pos hp hsum hZ n
  have h : ∀ w, p w * (Z w ^ n / moment p Z n - 1 - Real.log (Z w ^ n / moment p Z n)) =
      (p w * Z w ^ n) / moment p Z n - p w - n * (p w * Real.log (Z w))
        + p w * Real.log (moment p Z n) := by
    intro w
    rw [Real.log_div (Real.rpow_pos_of_pos (hZ w) n).ne' hM.ne', Real.log_rpow (hZ w)]
    ring
  have h1 : ∑ w, p w * Z w ^ n = moment p Z n := rfl
  have h2 : ∑ w, p w * Real.log (Z w) = quenchedLog p Z := rfl
  rw [Finset.sum_congr rfl (fun w _ => h w), Finset.sum_add_distrib,
    Finset.sum_sub_distrib, Finset.sum_sub_distrib, ← Finset.sum_div, ← Finset.mul_sum,
    ← Finset.sum_mul, hsum, h1, h2, div_self hM.ne']
  ring
```

## The slope at zero replicas

Since $\frac{d}{dn}Z_w^n=Z_w^n\ln Z_w$, the moment has derivative $M'(0)=\sum_w p_w\ln Z_w=Q$. The chain rule gives

$$\left.\frac{d}{dn}\ln M(n)\right|_{n=0}=\frac{M'(0)}{M(0)}=Q .$$

In the proof, `hw` differentiates one term and `hM` the sum. This step needs normalised weights but not their nonnegativity.

```lean
/-- For weights that sum to one and positive `Z`, the slope of `ln(average of Z^n)` at `n = 0` is
the quenched average of `ln Z`. -/
theorem hasDerivAt_log_moment {p Z : Ω → ℝ} (hsum : ∑ w, p w = 1) (hZ : ∀ w, 0 < Z w) :
    HasDerivAt (fun n => Real.log (moment p Z n)) (quenchedLog p Z) 0 := by
  have hw : ∀ w, HasDerivAt (fun n : ℝ => p w * Z w ^ n) (p w * Real.log (Z w)) 0 := by
    intro w
    have h := ((Real.hasStrictDerivAt_const_rpow (hZ w) 0).hasDerivAt).const_mul (p w)
    simpa only [Real.rpow_zero, one_mul] using h
  have hM : HasDerivAt (moment p Z) (quenchedLog p Z) 0 :=
    HasDerivAt.fun_sum (fun w _ => hw w)
  have h := hM.log (by rw [moment_zero Z hsum]; exact one_ne_zero)
  rwa [moment_zero Z hsum, div_one] at h
```

## The bound and the limit

For $x>0$ we have $\ln x\le x-1$, so each term of the gap is nonnegative and $\ln M(n)\ge nQ$. Dividing by $n>0$ gives $R(n)\ge Q$.

For the limit, $\ln M(0)=0$ turns the replica expression into a difference quotient:

$$R(n)=\frac{\ln M(n)-\ln M(0)}{n-0}\longrightarrow Q\qquad(n\to0).$$

The theorem joins the two statements. The filter `𝓝[≠] 0` lets $n$ approach zero through nonzero reals of either sign, while the inequality is stated for $n>0$ only.

```lean
/-- Replica trick: for probability weights and positive partition functions,
`ln(average of Z^n) / n` is at least the quenched average of `ln Z` for every real `n > 0`,
and it tends to that average as `n` tends to zero through nonzero reals. -/
theorem replica_trick {p Z : Ω → ℝ} (hp : ∀ w, 0 ≤ p w) (hsum : ∑ w, p w = 1)
    (hZ : ∀ w, 0 < Z w) :
    (∀ n : ℝ, 0 < n → quenchedLog p Z ≤ replicaLog p Z n) ∧
      Tendsto (replicaLog p Z) (𝓝[≠] 0) (𝓝 (quenchedLog p Z)) := by
  constructor
  · intro n hn
    have hgap : 0 ≤ Real.log (moment p Z n) - n * quenchedLog p Z := by
      rw [replica_gap hp hsum hZ n]
      refine Finset.sum_nonneg fun w _ => mul_nonneg (hp w) ?_
      -- the elementary bound ln x ≤ x - 1
      have := Real.log_le_sub_one_of_pos
        (div_pos (Real.rpow_pos_of_pos (hZ w) n) (moment_pos hp hsum hZ n))
      linarith
    unfold replicaLog
    rw [le_div_iff₀ hn]
    linarith
  · -- the replica expression is the difference quotient of ln(average of Z^n) at zero
    refine (hasDerivAt_iff_tendsto_slope.1 (hasDerivAt_log_moment hsum hZ)).congr
      (fun n => ?_)
    simp only [slope_def_field, moment_zero Z hsum, Real.log_one, sub_zero, replicaLog]
```

In a numerical calculation, $M(n)$ is close to 1 for small $n$, and the rounding error in its logarithm is divided by $n$. If the values $\ln Z_w$ are stored, $Q$ is simply their weighted average and needs no replicas. To evaluate $R(n)$ itself at small $n$, the equivalent form

$$R(n)=\frac1n\,\mathrm{log1p}\Big(\sum_w p_w\,\mathrm{expm1}(n\ln Z_w)\Big)$$

avoids forming $M(n)$ and so avoids that loss. Here $\mathrm{log1p}(y)=\ln(1+y)$ and $\mathrm{expm1}(y)=e^y-1$. For $N$ sampled realisations with $p_w=1/N$, the bound concerns the sample averages, not the distribution they were drawn from.

## When the bound is an equality

Fix $n>0$ and suppose $R(n)=Q$. The gap is then zero, so each of its nonnegative terms is zero. Where $p_w\ne0$, this means $x_w-1-\ln x_w=0$. The inequality $\ln x<x-1$ is strict for $x\ne1$, so $x_w=1$ and $Z_w^n=M(n)$. All realisations of nonzero weight thus share the same $Z_w^n$, and hence the same $Z_w$.

Conversely, suppose that all realisations of nonzero weight have the same $Z$, and let $v$ be one of them; there is one because the weights sum to one. Then $M(n)=Z_v^n$ and $R(n)=\ln Z_v=Q$. The proof obtains both averages from one auxiliary statement, `avg`: the average of any function of $Z$ is its value at $v$.

```lean
/-- For probability weights, positive `Z` and `n > 0`, the replica expression equals the
quenched average exactly when all realisations of nonzero weight have the same `Z`. -/
theorem replicaLog_eq_quenchedLog_iff {p Z : Ω → ℝ} (hp : ∀ w, 0 ≤ p w)
    (hsum : ∑ w, p w = 1) (hZ : ∀ w, 0 < Z w) {n : ℝ} (hn : 0 < n) :
    replicaLog p Z n = quenchedLog p Z ↔
      ∀ v w, p v ≠ 0 → p w ≠ 0 → Z v = Z w := by
  have hM := moment_pos hp hsum hZ n
  constructor
  · intro h
    unfold replicaLog at h
    rw [div_eq_iff hn.ne'] at h
    have hgap := replica_gap hp hsum hZ n
    have hx : ∀ w, 0 < Z w ^ n / moment p Z n :=
      fun w => div_pos (Real.rpow_pos_of_pos (hZ w) n) hM
    have hterm : ∀ w ∈ Finset.univ, 0 ≤ p w *
        (Z w ^ n / moment p Z n - 1 - Real.log (Z w ^ n / moment p Z n)) := by
      intro w _
      have := Real.log_le_sub_one_of_pos (hx w)
      exact mul_nonneg (hp w) (by linarith)
    have hz := (Finset.sum_eq_zero_iff_of_nonneg hterm).1 (by rw [← hgap, h]; ring)
    -- each realisation that occurs has Z^n equal to its average
    have key : ∀ w, p w ≠ 0 → Z w ^ n = moment p Z n := by
      intro w hw
      have h0 := (mul_eq_zero.1 (hz w (Finset.mem_univ w))).resolve_left hw
      by_contra hne
      have h1 : Z w ^ n / moment p Z n ≠ 1 := fun h1 => hne ((div_eq_one_iff_eq hM.ne').1 h1)
      have := Real.log_lt_sub_one_of_pos (hx w) h1
      linarith
    intro v w hv hw
    exact (Real.rpow_left_inj (hZ v).le (hZ w).le hn.ne').1 ((key v hv).trans (key w hw).symm)
  · intro h
    obtain ⟨v, hv⟩ : ∃ v, p v ≠ 0 := by
      by_contra hno
      push Not at hno
      have : ∑ w, p w = 0 := Finset.sum_eq_zero fun w _ => hno w
      linarith
    -- the average of any function of Z is its value at v
    have avg : ∀ f : ℝ → ℝ, ∑ w, p w * f (Z w) = f (Z v) := by
      intro f
      have hc : ∀ w ∈ Finset.univ, p w * f (Z w) = p w * f (Z v) := by
        intro w _
        by_cases hw : p w = 0
        · rw [hw, zero_mul, zero_mul]
        · rw [h w v hw hv]
      rw [Finset.sum_congr rfl hc, ← Finset.sum_mul, hsum, one_mul]
    have h1 : moment p Z n = Z v ^ n := avg (fun x => x ^ n)
    have h2 : quenchedLog p Z = Real.log (Z v) := avg Real.log
    rw [replicaLog, h1, h2, Real.log_rpow (hZ v), mul_div_assoc, mul_comm,
      div_mul_cancel₀ _ hn.ne']
```

## Growth with the replica number

Let $0<m\le n$ and $r=n/m\ge1$. Jensen's inequality for the convex power $y\mapsto y^r$ on $y\ge0$ gives

$$M(m)^{r}\le\sum_w p_w\,(Z_w^m)^{r}=M(n).$$

Taking logarithms gives $\frac nm\ln M(m)\le\ln M(n)$, and division by $n$ gives $R(m)\le R(n)$. In the proof, `hJ` is Jensen's inequality and `hs` identifies its right-hand side. Among positive replica numbers, a smaller one therefore never gives a looser bound on $Q$.

```lean
/-- For probability weights and positive `Z`, the replica expression does not decrease
when the positive replica number grows. -/
theorem replicaLog_mono {p Z : Ω → ℝ} (hp : ∀ w, 0 ≤ p w) (hsum : ∑ w, p w = 1)
    (hZ : ∀ w, 0 < Z w) {m n : ℝ} (hm : 0 < m) (hmn : m ≤ n) :
    replicaLog p Z m ≤ replicaLog p Z n := by
  have hn : 0 < n := lt_of_lt_of_le hm hmn
  have hM := moment_pos hp hsum hZ m
  -- Jensen's inequality for the power n / m
  have hJ : moment p Z m ^ (n / m) ≤ ∑ w, p w * (Z w ^ m) ^ (n / m) :=
    Real.rpow_arith_mean_le_arith_mean_rpow Finset.univ p (fun w => Z w ^ m)
      (fun w _ => hp w) hsum (fun w _ => (Real.rpow_pos_of_pos (hZ w) m).le)
      ((one_le_div hm).2 hmn)
  have he : m * (n / m) = n := by field_simp
  have hs : ∑ w, p w * (Z w ^ m) ^ (n / m) = moment p Z n :=
    Finset.sum_congr rfl fun w _ => by rw [← Real.rpow_mul (hZ w).le, he]
  rw [hs] at hJ
  have hL := Real.log_le_log (Real.rpow_pos_of_pos hM _) hJ
  rw [Real.log_rpow hM] at hL
  unfold replicaLog
  rw [le_div_iff₀ hn]
  calc Real.log (moment p Z m) / m * n = n / m * Real.log (moment p Z m) := by ring
    _ ≤ Real.log (moment p Z n) := hL
```

## Free energies of finite spectra

Now let realisation $w$ have real energy levels $E_{wk}$, with $k$ in `K`, at inverse temperature $\beta$. Its partition function is

$$Z_w=\sum_k e^{-\beta E_{wk}} .$$

All realisations have the same number of levels; a degenerate level is listed once for each of its states.

```lean
/-- The canonical partition function of a finite list of energy levels. -/
def partitionFunction (β : ℝ) (E : K → ℝ) : ℝ := ∑ k, Real.exp (-β * E k)
```

The quenched free energy averages the free energies of the realisations:

$$F_{\mathrm q}=\sum_w p_w\left(-\frac{\ln Z_w}{\beta}\right)=-\frac Q\beta .$$

```lean
/-- The disorder average of the free energy `-ln Z / β`, for `β ≠ 0` and at least one level. -/
def quenchedFreeEnergy (p : Ω → ℝ) (β : ℝ) (E : Ω → K → ℝ) : ℝ :=
  ∑ w, p w * (-Real.log (partitionFunction β (E w)) / β)
```

The replica free energy is $F_n=-R(n)/\beta$.

```lean
/-- The free energy estimated with `n` replicas, for `n ≠ 0`, `β ≠ 0` and at least one level. -/
def replicaFreeEnergy (p : Ω → ℝ) (β : ℝ) (E : Ω → K → ℝ) (n : ℝ) : ℝ :=
  -replicaLog p (fun w => partitionFunction β (E w)) n / β
```

With at least one level, $Z_w$ is a nonempty sum of positive exponentials, so its positivity is now derived rather than assumed. For $\beta>0$, multiplying by $-1/\beta$ reverses the bound and preserves the limit:

$$F_n\le F_{\mathrm q}\quad(n>0),\qquad F_n\to F_{\mathrm q}\quad(n\to0).$$

In the proof, `hF` is the identity $F_{\mathrm q}=-Q/\beta$, and the rest follows from `replica_trick`. The result applies to disordered quantum systems whose Hamiltonians act on a space of fixed finite dimension, with finitely many disorder realisations; the levels are taken as given.

```lean
/-- For probability weights, a nonempty finite set of levels and `β > 0`, the replica free
energy is at most the quenched one for `n > 0` and tends to it as `n` tends to zero. -/
theorem replica_freeEnergy [Nonempty K] {p : Ω → ℝ} (hp : ∀ w, 0 ≤ p w)
    (hsum : ∑ w, p w = 1) {β : ℝ} (hβ : 0 < β) (E : Ω → K → ℝ) :
    (∀ n : ℝ, 0 < n → replicaFreeEnergy p β E n ≤ quenchedFreeEnergy p β E) ∧
      Tendsto (replicaFreeEnergy p β E) (𝓝[≠] 0) (𝓝 (quenchedFreeEnergy p β E)) := by
  have hZ : ∀ w, 0 < partitionFunction β (E w) :=
    fun w => Finset.sum_pos (fun k _ => Real.exp_pos _) Finset.univ_nonempty
  have hF : quenchedFreeEnergy p β E =
      -quenchedLog p (fun w => partitionFunction β (E w)) / β := by
    simp only [quenchedFreeEnergy, quenchedLog, neg_div, mul_neg, Finset.sum_neg_distrib,
      Finset.sum_div, mul_div_assoc]
  obtain ⟨hle, hlim⟩ := replica_trick hp hsum hZ
  rw [hF]
  exact ⟨fun n hn => (div_le_div_iff_of_pos_right hβ).2 (neg_le_neg (hle n hn)),
    hlim.neg.div_const β⟩

end

end ReplicaTrick
```

```lean
#print axioms ReplicaTrick.replica_trick
#print axioms ReplicaTrick.replicaLog_eq_quenchedLog_iff
#print axioms ReplicaTrick.replicaLog_mono
#print axioms ReplicaTrick.replica_freeEnergy
```

```
'ReplicaTrick.replica_trick' depends on axioms: [propext, Classical.choice, Quot.sound]
'ReplicaTrick.replicaLog_eq_quenchedLog_iff' depends on axioms: [propext, Classical.choice, Quot.sound]
'ReplicaTrick.replicaLog_mono' depends on axioms: [propext, Classical.choice, Quot.sound]
'ReplicaTrick.replica_freeEnergy' depends on axioms: [propext, Classical.choice, Quot.sound]
```
